# Inverse-variance weights taken from estimated variances can bias the average of two runs

A run is modelled here as one random draw of a pair: a reported mean together with the variance estimate that the same run produced for it. The variance estimate is therefore a random quantity, and it may be correlated with the mean. A run has finitely many possible outcomes \(i\), with probabilities \(p_i\) that sum to one. Outcome \(i\) reports the mean \(m_i\) and the variance estimate \(s_i>0\), which is the square of the quoted error bar. Two runs are independent and follow the same distribution, so the pair of outcomes \((i,j)\) has probability \(p_ip_j\).

## The bias as an expectation over pairs of outcomes

Let \(\mu=\sum_i p_i m_i\) be the expected mean of a single run, and let

\[
A_{ij}=\frac{m_i/s_i+m_j/s_j}{1/s_i+1/s_j}
\]

be the inverse-variance average of the two reports. Its bias is

\[
\sum_{i,j}p_ip_j\,A_{ij}-\mu=\sum_{i,j}p_ip_j\,\frac{(s_j-s_i)(m_i-m_j)}{2(s_i+s_j)} .
\]

Three consequences are proved:

- If outcomes with a larger mean never report a smaller variance estimate, and two outcomes of positive probability differ strictly in both, the average is biased low.
- If the mean and the variance estimate are statistically independent within a run, the bias is zero.
- If each run reports \((1,a)\) or \((-1,b)\) with probability one half, where \(a,b>0\), the average has expectation \((b-a)/(2(a+b))\). The true mean is 0, so the average is unbiased exactly when \(a=b\).

## Merging energies from independent Monte Carlo runs

A script that merges variational or diffusion Monte Carlo energies with weights \(1/\sigma^2\), where \(\sigma\) is each run's own error bar, uses weights that fluctuate along with the data. For two identically distributed runs with finitely many outcomes, the formula gives the resulting shift in the expected energy. The shift can arise only if the mean and the variance estimate of a run are statistically dependent, and such dependence is a realistic concern: for two or more independent samples from a distribution with a finite fourth moment and a nonzero third central moment, the sample mean and the sample variance are correlated.

Weights chosen before the runs start do not have this problem. For two runs of the same kind, equal weights are the simplest such choice.

## From one pair of reports to the full bias

Take two reports \((x,s)\) and \((y,t)\) with \(s,t>0\). Multiplying the numerator and denominator of the inverse-variance average by \(st\) gives

\[
\frac{x/s+y/t}{1/s+1/t}=\frac{tx+sy}{s+t}.
\]

Subtracting the plain average gives

\[
\frac{tx+sy}{s+t}-\frac{x+y}{2}
=\frac{2tx+2sy-(s+t)(x+y)}{2(s+t)}
=\frac{(t-s)(x-y)}{2(s+t)} .
\]

The plain average is unbiased, as is any average with fixed weights \(w\) and \(1-w\):

\[
\sum_{i,j}p_ip_j\bigl(w\,m_i+(1-w)\,m_j\bigr)=w\mu\sum_jp_j+(1-w)\mu\sum_ip_i=\mu .
\]

With \(w=1/2\), the expectation of the difference between the two averages is therefore the bias, which proves the formula.

**Sign.** Suppose that \(m_i<m_j\) always implies \(s_i\le s_j\). If \(m_i<m_j\), then \(s_j-s_i\ge0\) and \(m_i-m_j<0\), so the product is at most zero. If \(m_i>m_j\), both signs are reversed and the conclusion is the same. If \(m_i=m_j\), the term vanishes. No term is positive, and a pair \(k,l\) with \(p_k,p_l>0\), \(m_k<m_l\) and \(s_k<s_l\) contributes a strictly negative one. The bias is therefore negative.

**Independence.** Now let an outcome be a pair \((i,k)\) with probability \(q_ir_k\), mean \(m_i\) and variance estimate \(s_k\), where the \(q_i\) and the \(r_k\) each sum to one. With \((j,l)\) for the second run, the bias is

\[
\sum_{i,j}q_iq_j(m_i-m_j)\sum_{k,l}r_kr_l\,\frac{s_l-s_k}{2(s_k+s_l)} .
\]

Exchanging \(k\) and \(l\) changes the sign of the inner summand, so the inner sum is zero.

**Two outcomes.** For the reports \((1,a)\) and \((-1,b)\), pairs of equal outcomes contribute nothing. Each of the two mixed pairs has probability \(1/4\) and contributes

\[
\frac14\cdot\frac{2(b-a)}{2(a+b)}=\frac{b-a}{4(a+b)} .
\]

Together they give \((b-a)/(2(a+b))\). For \(a=3\) and \(b=1\) the expected average is \(-1/4\), although the true mean is 0.

## Definitions and theorems in Lean

```lean
import Mathlib

open Finset

namespace EstimatedVarianceWeights

noncomputable section

variable {Ω A B : Type*} [Fintype Ω] [Fintype A] [Fintype B]

/-- The expectation of a quantity `f` over the outcomes of one run with probabilities `p`. -/
def runMean (p f : Ω → ℝ) : ℝ := ∑ i, p i * f i

/-- The expectation of a quantity `F` that depends on the outcomes of two independent runs,
each with outcome probabilities `p`. -/
def pairMean (p : Ω → ℝ) (F : Ω → Ω → ℝ) : ℝ := ∑ i, ∑ j, p i * p j * F i j

/-- The inverse-variance average of two reported means `x` and `y` with variance estimates
`s` and `t`, for positive `s` and `t`. -/
def invVarAvg (x s y t : ℝ) : ℝ := (x / s + y / t) / (1 / s + 1 / t)

/-- The expectation of the inverse-variance average of two independent runs, where outcome `i`
reports the mean `m i` and the positive variance estimate `s i`. -/
def expInvVar (p m s : Ω → ℝ) : ℝ :=
  pairMean p fun i j => invVarAvg (m i) (s i) (m j) (s j)

/-- Averaging two independent identically distributed runs with fixed weights that sum to one is
unbiased. -/
theorem fixed_weights_unbiased (p m : Ω → ℝ) (hp : ∑ i, p i = 1) (a b : ℝ)
    (hab : a + b = 1) :
    pairMean p (fun i j => a * m i + b * m j) = runMean p m := by
  -- the double sum factorises because the runs are independent
  have h : pairMean p (fun i j => a * m i + b * m j)
      = a * ((∑ i, p i * m i) * ∑ j, p j) + b * ((∑ i, p i) * ∑ j, p j * m j) := by
    unfold pairMean
    rw [Finset.sum_mul_sum, Finset.sum_mul_sum]
    simp only [Finset.mul_sum, ← Finset.sum_add_distrib]
    refine Finset.sum_congr rfl fun i _ => Finset.sum_congr rfl fun j _ => ?_
    ring
  rw [h, hp]
  unfold runMean
  linear_combination (∑ i, p i * m i) * hab

/-- For positive variance estimates, the inverse-variance average differs from the plain average
by a product of the difference in variance estimates and the difference in means, divided by
twice the sum of the variance estimates. -/
theorem invVarAvg_sub_half {s t : ℝ} (hs : 0 < s) (ht : 0 < t) (x y : ℝ) :
    invVarAvg x s y t - (x + y) / 2 = (t - s) * (x - y) / (2 * (s + t)) := by
  have h1 : 1 * t + s * 1 ≠ 0 := by positivity
  have h2 : (1 * t + s * 1) * 2 ≠ 0 := by positivity
  have h3 : 2 * (s + t) ≠ 0 := by positivity
  have h4 : s * t ≠ 0 := by positivity
  unfold invVarAvg
  rw [div_add_div _ _ hs.ne' ht.ne', div_add_div _ _ hs.ne' ht.ne',
    div_div_div_cancel_right₀ h4, div_sub_div _ _ h1 (by norm_num : (2 : ℝ) ≠ 0),
    div_eq_div_iff h2 h3]
  ring

/-- The bias of the inverse-variance average of two independent identically distributed runs with
positive variance estimates is the expectation of `(s j - s i) (m i - m j) / (2 (s i + s j))`. -/
theorem bias_formula (p m s : Ω → ℝ) (hp : ∑ i, p i = 1) (hs : ∀ i, 0 < s i) :
    expInvVar p m s - runMean p m =
      pairMean p fun i j => (s j - s i) * (m i - m j) / (2 * (s i + s j)) := by
  -- compare with the equal-weight average, which is unbiased
  rw [← fixed_weights_unbiased p m hp (1 / 2) (1 / 2) (by norm_num)]
  simp only [expInvVar, pairMean, ← Finset.sum_sub_distrib]
  refine Finset.sum_congr rfl fun i _ => Finset.sum_congr rfl fun j _ => ?_
  rw [← invVarAvg_sub_half (hs i) (hs j)]
  ring

/-- If outcomes with a larger mean never report a smaller variance estimate, and two outcomes of
positive probability differ strictly in both, then the inverse-variance average of two independent
identically distributed runs with positive variance estimates is biased low. -/
theorem biased_low (p m s : Ω → ℝ) (hp : ∑ i, p i = 1) (hp0 : ∀ i, 0 ≤ p i)
    (hs : ∀ i, 0 < s i) (hmono : ∀ i j, m i < m j → s i ≤ s j)
    {k l : Ω} (hk : 0 < p k) (hl : 0 < p l) (hm : m k < m l) (hkl : s k < s l) :
    expInvVar p m s < runMean p m := by
  have hterm : ∀ i j,
      p i * p j * ((s j - s i) * (m i - m j) / (2 * (s i + s j))) ≤ 0 := by
    intro i j
    have hden : 0 ≤ 2 * (s i + s j) := by linarith [hs i, hs j]
    have hnum : (s j - s i) * (m i - m j) ≤ 0 := by
      rcases lt_trichotomy (m i) (m j) with h | h | h
      · nlinarith [mul_nonneg (sub_nonneg.2 (hmono i j h)) (sub_nonneg.2 h.le)]
      · simp [h]
      · nlinarith [mul_nonneg (sub_nonneg.2 (hmono j i h)) (sub_nonneg.2 h.le)]
    exact mul_nonpos_iff.mpr (Or.inl ⟨mul_nonneg (hp0 i) (hp0 j),
      div_nonpos_of_nonpos_of_nonneg hnum hden⟩)
  -- the pair `k, l` contributes strictly
  have hstrict : p k * p l * ((s l - s k) * (m k - m l) / (2 * (s k + s l))) < 0 := by
    have hden : 0 < 2 * (s k + s l) := by linarith [hs k, hs l]
    exact mul_neg_of_pos_of_neg (mul_pos hk hl) (div_neg_of_neg_of_pos
      (mul_neg_of_pos_of_neg (sub_pos.2 hkl) (sub_neg.2 hm)) hden)
  have hrow : ∑ j, p k * p j * ((s j - s k) * (m k - m j) / (2 * (s k + s j))) < 0 := by
    simpa using Finset.sum_lt_sum (fun j _ => hterm k j) ⟨l, Finset.mem_univ l, hstrict⟩
  have hsum : ∑ i, ∑ j, p i * p j * ((s j - s i) * (m i - m j) / (2 * (s i + s j))) < 0 := by
    simpa using Finset.sum_lt_sum
      (fun i _ => Finset.sum_nonpos fun j _ => hterm i j) ⟨k, Finset.mem_univ k, hrow⟩
  have h := bias_formula p m s hp hs
  unfold pairMean at h
  linarith

/-- If within each run the reported mean and the positive variance estimate are statistically
independent, the inverse-variance average of two independent identically distributed runs is
unbiased. -/
theorem unbiased_of_independent (q m : A → ℝ) (r s : B → ℝ) (hq : ∑ i, q i = 1)
    (hr : ∑ k, r k = 1) (hs : ∀ k, 0 < s k) :
    expInvVar (fun x : A × B => q x.1 * r x.2) (fun x => m x.1) (fun x => s x.2) =
      runMean (fun x : A × B => q x.1 * r x.2) (fun x => m x.1) := by
  have hp : ∑ x : A × B, q x.1 * r x.2 = 1 := by
    rw [Fintype.sum_prod_type]
    simp only [← Finset.mul_sum, hr, mul_one, hq]
  -- an antisymmetric double sum vanishes
  have anti : ∀ F : B → B → ℝ, (∀ k l, F k l = -F l k) → ∑ k, ∑ l, F k l = 0 := by
    intro F hF
    have h : ∑ k, ∑ l, F k l = -∑ k, ∑ l, F k l := by
      calc ∑ k, ∑ l, F k l = ∑ k, ∑ l, F l k := Finset.sum_comm
        _ = -∑ k, ∑ l, F k l := by
          simp only [← Finset.sum_neg_distrib]
          exact Finset.sum_congr rfl fun k _ => Finset.sum_congr rfl fun l _ => hF l k
    linarith
  refine sub_eq_zero.1 ((bias_formula _ _ _ hp fun x => hs x.2).trans ?_)
  simp only [pairMean, Fintype.sum_prod_type]
  refine Finset.sum_eq_zero fun i _ => ?_
  rw [Finset.sum_comm]
  -- exchange the two variance estimates at fixed reported means
  refine Finset.sum_eq_zero fun j _ => anti _ fun k l => ?_
  ring

/-- The reported mean of a run with two outcomes: `1` or `-1`. -/
def coinMean : Bool → ℝ
  | true => 1
  | false => -1

/-- The variance estimate of a run with two outcomes: `a` together with the mean `1`, and `b`
together with the mean `-1`. -/
def coinVar (a b : ℝ) : Bool → ℝ
  | true => a
  | false => b

/-- Two independent runs that each report `(1, a)` or `(-1, b)` with probability one half, with
`a` and `b` positive, have an inverse-variance average of expectation `(b - a) / (2 (a + b))`. -/
theorem coin_expectation {a b : ℝ} (ha : 0 < a) (hb : 0 < b) :
    expInvVar (fun _ => 1 / 2) coinMean (coinVar a b) = (b - a) / (2 * (a + b)) := by
  have hs : ∀ c, 0 < coinVar a b c := by
    intro c
    cases c
    · exact hb
    · exact ha
  have h := bias_formula (fun _ => 1 / 2) coinMean (coinVar a b)
    (by rw [Fintype.sum_bool]; norm_num) hs
  have h0 : runMean (fun _ => 1 / 2) coinMean = 0 := by
    simp only [runMean, Fintype.sum_bool, coinMean]
    norm_num
  rw [h0, sub_zero] at h
  rw [h]
  -- only the two mixed outcomes contribute
  simp only [pairMean, Fintype.sum_bool, coinMean, coinVar, sub_self, mul_zero,
    zero_div, add_zero, zero_add]
  ring

/-- For these two runs, with `a` and `b` positive, the inverse-variance average is unbiased
exactly when `a = b`. -/
theorem coin_unbiased_iff {a b : ℝ} (ha : 0 < a) (hb : 0 < b) :
    expInvVar (fun _ => 1 / 2) coinMean (coinVar a b) = runMean (fun _ => 1 / 2) coinMean
      ↔ a = b := by
  have h0 : runMean (fun _ => 1 / 2) coinMean = 0 := by
    simp only [runMean, Fintype.sum_bool, coinMean]
    norm_num
  have hden : 2 * (a + b) ≠ 0 := by positivity
  rw [coin_expectation ha hb, h0, div_eq_zero_iff, or_iff_left hden, sub_eq_zero]
  exact eq_comm

end

end EstimatedVarianceWeights
```

```lean
#print axioms EstimatedVarianceWeights.bias_formula
#print axioms EstimatedVarianceWeights.biased_low
#print axioms EstimatedVarianceWeights.unbiased_of_independent
#print axioms EstimatedVarianceWeights.coin_unbiased_iff
```

```
'EstimatedVarianceWeights.bias_formula' depends on axioms: [propext, Classical.choice, Quot.sound]
'EstimatedVarianceWeights.biased_low' depends on axioms: [propext, Classical.choice, Quot.sound]
'EstimatedVarianceWeights.unbiased_of_independent' depends on axioms: [propext, Classical.choice, Quot.sound]
'EstimatedVarianceWeights.coin_unbiased_iff' depends on axioms: [propext, Classical.choice, Quot.sound]
```

## How the Lean objects describe a run

The finite type `Ω` is the set of outcomes of one run, and `p`, `m` and `s` are the functions written above as \(p_i\), \(m_i\) and \(s_i\). `runMean p m` is \(\mu\). `pairMean` is the expectation over two runs, and its weight `p i * p j` encodes both their independence and their common distribution. `invVarAvg` takes its arguments in the order mean, variance estimate, mean, variance estimate, and `expInvVar` is the expectation of that average.

The hypothesis `hp` normalises the probabilities, and `hs` makes every variance estimate positive, which excludes a run that reports a zero error bar. Nonnegative probabilities are required only in `biased_low`, where signs matter. Its hypothesis `hmono` says that the variance estimate never falls as the reported mean rises, and it ranges over all outcomes, including those of probability zero.

In `unbiased_of_independent`, the outcome type is the product `A × B`, and independence within a run is expressed by the product probability `q x.1 * r x.2`. In the two-outcome example, `true` stands for the report \((1,a)\) and `false` for \((-1,b)\). The letters `a` and `b` in `fixed_weights_unbiased` are instead the two fixed weights.

## The algebra and sign arguments in the proofs

`fixed_weights_unbiased` factorises the double sum into products of single sums, then uses the two normalisations. `invVarAvg_sub_half` is the identity for one pair of reports: the fractions are put over common denominators, the factor `s * t` cancels, and after cross-multiplication `ring` checks the remaining polynomial identity.

`bias_formula` replaces \(\mu\) by the expectation of the equal-weight average and applies that identity term by term.

In `biased_low`, `hterm` shows that no term is positive, splitting on the order of the two means. `hstrict` shows that the pair `k, l` contributes a negative term. `hrow` carries this strict inequality to the sum over the second run, and `hsum` carries it to the full double sum.

In `unbiased_of_independent`, the local statement `anti` says that an antisymmetric double sum vanishes. The proof fixes the two reported means and applies `anti` to the two variance estimates.

`coin_expectation` evaluates the bias formula on the four pairs of outcomes. `coin_unbiased_iff` then uses the fact that a fraction with a nonzero denominator vanishes only if its numerator does.

## Limits set by two identical runs and finitely many outcomes

The theorems concern two runs with the same distribution. They do not treat three or more runs, runs of different lengths, or continuous distributions of energies. Arithmetic is over the real numbers, so rounding in a code is not modelled.

Bias here means deviation from \(\mu\), the expected mean of one run. If that expectation is itself displaced from the energy of interest, for instance by a finite time step or incomplete equilibration, the displacement is already contained in \(\mu\) and is not measured by the formula.

Apart from positivity, nothing is assumed about the quality of the variance estimates: `s` need not be an unbiased estimate of the variance of the mean. The results also do not compare the statistical spread of the two averages, so they do not decide which has the smaller mean squared error.

The mirrored case, in which outcomes with a larger mean never report a larger variance estimate and two outcomes of positive probability differ strictly in both, gives an upward bias by the same argument with \(m\) replaced by \(-m\), but the file contains no theorem for it.
